# For positive gaps, an exact form of the reciprocal MP2 denominators that separates the two excitations needs at least one term per distinct excitation gap

A: Take finitely many excitations with positive gaps $x_i$. If

$$\frac{1}{x_i+x_j}=\sum_{k=1}^{r} f_k(i)\,g_k(j)\qquad\text{for all } i,j$$

with real functions $f_k$ and $g_k$, then $r$ is at least the number of different values among the $x_i$. That many terms also suffice. For closed-shell MP2 with canonical spatial orbitals and a gap between occupied and virtual levels, any shorter form of this kind, a Laplace quadrature included, gets at least one reciprocal denominator wrong.

Q: In MP2 I have four orbital energies in the denominator, not two gaps. Where does $x_i+x_j$ come from?

A: From grouping the energies by excitation. With $\varepsilon$ for orbital energies, $i,j$ for occupied and $a,b$ for virtual orbitals,

$$\varepsilon_a+\varepsilon_b-\varepsilon_i-\varepsilon_j=(\varepsilon_a-\varepsilon_i)+(\varepsilon_b-\varepsilon_j).$$

Each bracket is the gap of one excitation. Until we return to orbitals, let a single index $i$ or $j$ label a whole excitation.

Q: Then convince me by hand first. Why can't some clever choice of $f_k$ and $g_k$ do better?

A: Start with $n\ge 1$ distinct positive gaps, and suppose that numbers $c_j$ satisfy $\sum_j c_j/(x_i+x_j)=0$ for every $i$. Clear the denominators by defining

$$P(t)=\sum_j c_j\prod_{k\neq j}(t+x_k),$$

where $k$ runs over excitations. This polynomial has degree at most $n-1$. At a gap,

$$P(x_i)=\Big(\prod_k (x_i+x_k)\Big)\sum_j\frac{c_j}{x_i+x_j}=0,$$

so $P$ has $n$ distinct roots and is the zero polynomial. Now put $t=-x_{j_0}$. Every term with $j\neq j_0$ contains the factor $t+x_{j_0}=0$, which leaves

$$0=P(-x_{j_0})=c_{j_0}\prod_{k\neq j_0}(x_k-x_{j_0}).$$

The gaps are distinct, so the product is nonzero and $c_{j_0}=0$. This holds for every $j_0$.

Now suppose there were an exact form with $r<n$ terms. The $r$ linear equations $\sum_j g_k(j)c_j=0$ in $n$ unknowns would have a nonzero solution $c$. For that solution

$$\sum_j\frac{c_j}{x_i+x_j}=\sum_k f_k(i)\sum_j g_k(j)c_j=0$$

for every $i$, which forces $c=0$, a contradiction. Hence $r\ge n$.

Q: Some molecules have degenerate orbitals, and then gaps repeat.

A: Then keep one excitation for each gap value. An exact form for all excitations is also exact for the chosen ones, so $r$ is at least the number $d$ of distinct values. For the converse, call those values $y_1,\dots,y_d$ and set $f_k(i)=1$ if $x_i=y_k$ and $0$ otherwise, with $g_k(j)=1/(y_k+x_j)$. In the sum over $k$ only the term with $y_k=x_i$ survives, and it equals $1/(x_i+x_j)$.

Q: I accept the algebra. My doubt is whether the formal version speaks about the same objects. What is an excitation there?

A: An element of a finite type `ι`. Nothing else about it is used.

```lean
import Mathlib

open Finset

namespace SeparableMP2Denominator

noncomputable section

variable {ι : Type*} [Fintype ι]
```

The gaps are a function `x : ι → ℝ`, and the table to be factorized is this one:

```lean
/-- The reciprocal MP2 denominator of two excitations with gaps `x i` and `x j`,
meant for gaps whose sum is nonzero. -/
def pairDenominator {ι : Type*} (x : ι → ℝ) (i j : ι) : ℝ := 1 / (x i + x j)
```

Q: And "distinct" means what, exactly?

A: Equality of real numbers. The set of values taken by `x` is formed, and its elements are counted.

```lean
/-- The number of different values among the excitation gaps. -/
def distinctGaps (x : ι → ℝ) : ℕ := (univ.image x).card
```

Two gaps that differ by a tiny amount therefore count as two. In a closed-shell molecule, listing spin orbitals in place of spatial orbitals repeats gaps without adding new values, so the count stays the same.

Q: Show me where the polynomial argument went.

A: It is the first theorem. The hypothesis `hpos` says that all gaps are positive, and `hinj`, injectivity of `x`, says that they are distinct. The code calls the numbers $c_j$ amplitudes; they are arbitrary coefficients, not the MP2 doubles amplitudes.

```lean
/-- For distinct positive gaps, the matrix of reciprocal denominators annihilates
only the zero vector of amplitudes. -/
theorem amplitudes_eq_zero {x : ι → ℝ} (hpos : ∀ i, 0 < x i)
    (hinj : Function.Injective x) (c : ι → ℝ)
    (h : ∀ i, ∑ j, pairDenominator x i j * c j = 0) : c = 0 := by
  classical
  funext j₀
  -- clear the denominators: a polynomial in the first gap
  let P : Polynomial ℝ :=
    ∑ j, Polynomial.C (c j) * ∏ k ∈ univ.erase j, (Polynomial.X + Polynomial.C (x k))
  have heval : ∀ t : ℝ, P.eval t = ∑ j, c j * ∏ k ∈ univ.erase j, (t + x k) := by
    intro t
    simp [P, Polynomial.eval_finsetSum, Polynomial.eval_prod]
  -- it vanishes at every gap
  have hroot : ∀ i, P.eval (x i) = 0 := by
    intro i
    have hfac : P.eval (x i)
        = (∏ k, (x i + x k)) * ∑ j, pairDenominator x i j * c j := by
      rw [heval, Finset.mul_sum]
      refine Finset.sum_congr rfl fun j _ => ?_
      have hne : x i + x j ≠ 0 := (add_pos (hpos i) (hpos j)).ne'
      rw [← Finset.mul_prod_erase univ (fun k => x i + x k) (mem_univ j)]
      unfold pairDenominator
      field_simp
    rw [hfac, h i, mul_zero]
  -- its degree is below the number of gaps
  have hdeg : P.natDegree ≤ Fintype.card ι - 1 := by
    refine Polynomial.natDegree_sum_le_of_forall_le _ _ fun j _ => ?_
    refine (Polynomial.natDegree_C_mul_le _ _).trans ?_
    refine (Polynomial.natDegree_prod_le _ _).trans ?_
    simp [Finset.card_erase_of_mem]
  have hcard : 0 < Fintype.card ι := Fintype.card_pos_iff.mpr ⟨j₀⟩
  have hP : P = 0 :=
    Polynomial.eq_zero_of_natDegree_lt_card_of_eval_eq_zero P hinj hroot (by omega)
  -- evaluation at minus one gap isolates one amplitude
  have hsingle := heval (-x j₀)
  rw [hP, Polynomial.eval_zero, Finset.sum_eq_single j₀] at hsingle
  · have hprod : ∏ k ∈ univ.erase j₀, (-x j₀ + x k) ≠ 0 := by
      refine Finset.prod_ne_zero_iff.mpr fun k hk h0 => ?_
      exact (Finset.ne_of_mem_erase hk) (hinj (by linarith))
    exact (mul_eq_zero.mp hsingle.symm).resolve_right hprod
  · intro j _ hj
    rw [Finset.prod_eq_zero (Finset.mem_erase.mpr ⟨hj.symm, mem_univ j₀⟩)
      (neg_add_cancel (x j₀)), mul_zero]
  · intro hj
    exact absurd (mem_univ j₀) hj
```

`P` is the polynomial above and `heval` gives its value at any `t`. `hroot` shows that it vanishes at each gap; positivity enters here, to make every $x_i+x_j$ nonzero before `field_simp` cancels it. `hdeg` bounds the degree by $n-1$, and `hP` concludes that `P` is zero. The last block evaluates at `-x j₀`: `Finset.sum_eq_single` keeps the one surviving term, and `hprod` says that its product of gap differences is nonzero.

Q: Next comes the count of terms. Are the factors restricted in any way, say to exponentials or to $f_k=g_k$?

A: No. They are arbitrary real functions on the excitations, indexed by `Fin r`, which has $r$ elements.

```lean
/-- If all gaps are positive and distinct, an exact separable form of the reciprocal
denominators has at least as many terms as there are excitations. -/
theorem card_le_of_factorization {x : ι → ℝ} (hpos : ∀ i, 0 < x i)
    (hinj : Function.Injective x) {r : ℕ} (f g : Fin r → ι → ℝ)
    (h : ∀ i j, pairDenominator x i j = ∑ k, f k i * g k j) :
    Fintype.card ι ≤ r := by
  -- the second factors map amplitudes injectively into `r` dimensions
  have hker : Function.Injective (Matrix.mulVecLin (Matrix.of g)) := by
    rw [injective_iff_map_eq_zero]
    intro c hc
    have hg : ∀ k, ∑ j, g k j * c j = 0 := fun k => congrFun hc k
    refine amplitudes_eq_zero hpos hinj c fun i => ?_
    calc ∑ j, pairDenominator x i j * c j
        = ∑ j, ∑ k, f k i * (g k j * c j) := by
          refine Finset.sum_congr rfl fun j _ => ?_
          rw [h i j, Finset.sum_mul]
          exact Finset.sum_congr rfl fun k _ => mul_assoc _ _ _
      _ = ∑ k, f k i * ∑ j, g k j * c j := by
          rw [Finset.sum_comm]
          exact Finset.sum_congr rfl fun k _ => (Finset.mul_sum _ _ _).symm
      _ = 0 := Finset.sum_eq_zero fun k _ => by rw [hg k, mul_zero]
  have hrank := LinearMap.finrank_le_finrank_of_injective hker
  simpa [Module.finrank_fintype_fun_eq_card] using hrank
```

The proof phrases the count of equations and unknowns through a linear map. `Matrix.mulVecLin (Matrix.of g)` sends the vector $c$ to the $r$ numbers $\sum_j g_k(j)c_j$. The `calc` block is the exchange of sums that we did by hand, and it shows that only $c=0$ is sent to zero. The map is therefore injective from $n$ dimensions into $r$, and `LinearMap.finrank_le_finrank_of_injective` yields $n\le r$.

Q: So far the gaps are distinct. Where do degenerate levels come in?

A: In the next theorem, which has no injectivity hypothesis. Separable still means one factor for each of the two excitations.

```lean
/-- For positive gaps, an exact separable form of the reciprocal MP2 denominators
has at least as many terms as there are distinct gaps. -/
theorem distinctGaps_le_of_factorization {x : ι → ℝ} (hpos : ∀ i, 0 < x i)
    {r : ℕ} (f g : Fin r → ι → ℝ)
    (h : ∀ i j, pairDenominator x i j = ∑ k, f k i * g k j) :
    distinctGaps x ≤ r := by
  -- choose one excitation for each gap value
  have hrep : ∀ y : {y // y ∈ univ.image x}, ∃ i, x i = y.1 := by
    intro y
    obtain ⟨i, _, hi⟩ := Finset.mem_image.mp y.2
    exact ⟨i, hi⟩
  choose s hs using hrep
  have hcard := card_le_of_factorization (x := fun y => x (s y))
    (fun y => hpos (s y))
    (fun y z hyz => Subtype.ext ((hs y).symm.trans (hyz.trans (hs z))))
    (fun k y => f k (s y)) (fun k y => g k (s y)) (fun y z => h (s y) (s z))
  rwa [Fintype.card_coe] at hcard
```

`choose s hs` picks an excitation `s y` for each gap value `y`. The previous theorem is then applied to these representatives, with `f` and `g` restricted to them.

Q: A lower bound can lie far below the true minimum. Is this one attained?

A: Yes, by the selecting functions.

```lean
/-- With `1 / 0` read as `0`, the reciprocal denominators have an exact separable form with as many
terms as there are distinct gaps. -/
theorem exists_factorization (x : ι → ℝ) :
    ∃ f g : Fin (distinctGaps x) → ι → ℝ,
      ∀ i j, pairDenominator x i j = ∑ k, f k i * g k j := by
  let e : {y // y ∈ univ.image x} ≃ Fin (distinctGaps x) := (univ.image x).equivFin
  have hm : ∀ i, x i ∈ univ.image x := fun i => Finset.mem_image_of_mem x (mem_univ i)
  -- the first factor selects the gap value, the second is a row of reciprocal denominators
  refine ⟨fun k i => if x i = (e.symm k).1 then 1 else 0,
    fun k j => 1 / ((e.symm k).1 + x j), fun i j => ?_⟩
  rw [Finset.sum_eq_single (e ⟨x i, hm i⟩)]
  · simp [pairDenominator]
  · intro k _ hk
    have hne : x i ≠ (e.symm k).1 := fun h =>
      hk (e.symm_apply_eq.mp (Subtype.ext h.symm))
    simp [hne]
  · intro hk
    exact absurd (mem_univ _) hk
```

`e` numbers the gap values, the first factor selects the value equal to `x i`, and the second is the corresponding row of reciprocals. Positivity isn't assumed here because Lean sets `1 / 0` to `0`, which makes the identity hold even for a vanishing sum; with positive gaps that case never arises. Note what is attained: the bound for general separable forms. The theorem doesn't say that a Laplace quadrature with $d$ points can be exact.

Q: Then what does it say about a form that is too short?

A: That it fails somewhere.

```lean
/-- For positive gaps, a separable form with fewer terms than distinct gaps gives a
wrong reciprocal denominator for at least one pair of excitations. -/
theorem short_factorization_inexact {x : ι → ℝ} (hpos : ∀ i, 0 < x i)
    {r : ℕ} (hr : r < distinctGaps x) (f g : Fin r → ι → ℝ) :
    ∃ i j, pairDenominator x i j ≠ ∑ k, f k i * g k j := by
  by_contra hne
  refine not_le_of_gt hr (distinctGaps_le_of_factorization hpos f g fun i j => ?_)
  by_contra hij
  exact hne ⟨i, j, hij⟩
```

This is the lower bound read backwards: if no pair failed, the form would be exact and could not be so short. The theorem gives a pair $i,j$ with a wrong value, but neither its location nor the size of the error, which may be very small.

Q: Does a wrong denominator mean a wrong MP2 energy?

A: Not necessarily. The integral that multiplies it may vanish by symmetry, or errors from several pairs may cancel. The theorems concern the table of reciprocal denominators, and no integrals appear in them.

Q: People who use Laplace MP2 don't choose arbitrary functions. They discretize an integral.

A: For a positive denominator $D$ one has $1/D=\int_0^\infty e^{-Dt}\,dt$, and a quadrature replaces this by $\sum_k w_k e^{-Dt_k}$ with points $t_k$ and weights $w_k$. With $D=x_i+x_j$ each exponential splits into a factor for $i$ and a factor for $j$, so the quadrature is a separable form with one term per point.

```lean
/-- For positive gaps, a Laplace quadrature with fewer points `t k` than distinct gaps
is inexact for at least one pair of excitations, whatever its weights `w k`. -/
theorem laplace_quadrature_inexact {x : ι → ℝ} (hpos : ∀ i, 0 < x i)
    {r : ℕ} (hr : r < distinctGaps x) (w t : Fin r → ℝ) :
    ∃ i j, pairDenominator x i j ≠ ∑ k, w k * Real.exp (-(x i + x j) * t k) := by
  obtain ⟨i, j, hij⟩ := short_factorization_inexact hpos hr
    (fun k i => w k * Real.exp (-x i * t k)) (fun k j => Real.exp (-x j * t k))
  refine ⟨i, j, fun h => hij (h.trans (Finset.sum_congr rfl fun k _ => ?_))⟩
  -- the exponential of a sum of gaps separates
  rw [mul_assoc, ← Real.exp_add]
  congr 2
  ring
```

The points and weights are arbitrary real numbers, which leaves room for any optimization of the grid. They must be the same for all pairs, as they are in a quadrature fixed for the whole calculation. The proof passes $f_k(i)=w_k e^{-x_i t_k}$ and $g_k(j)=e^{-x_j t_k}$ to the previous theorem, and `Real.exp_add` recombines the exponentials.

Q: What does the splitting do for me in an actual calculation?

A: Take the opposite-spin part of closed-shell MP2 with real orbitals and density fitting, so that the integrals are $(ia|jb)\approx\sum_Q B^Q_{ia}B^Q_{jb}$, where $Q$ and $R$ label auxiliary functions. With the quadrature inserted,

$$E_{\mathrm{OS}}\approx-\sum_k w_k\sum_{Q,R}\big(X^{k}_{QR}\big)^2,\qquad X^{k}_{QR}=\sum_{i,a}B^Q_{ia}B^R_{ia}\,e^{-(\varepsilon_a-\varepsilon_i)t_k}.$$

The program builds one matrix $X^k$ per point, and the sum over pairs of excitations has disappeared. With $O$ occupied, $V$ virtual and $N$ auxiliary functions, the work is about $r\,OV N^2$, compared with $O^2V^2N$ for assembling all the integrals. The saving needs a small $r$. With 10 occupied and 100 virtual orbitals and no coincident gaps, exact reciprocal denominators would take at least 1000 terms, and $r=OV$ makes this route more expensive than the direct one. A quadrature of eight points is then necessarily an approximation to the denominators, and its accuracy has to be judged by its error.

Q: You promised to return to orbitals. I'd like the bound for the denominator that I would write down myself.

A: Here it is, with `eo` for the occupied and `ev` for the virtual energies. In this theorem `i` and `j` are occupied orbitals again.

```lean
/-- Let every occupied level `eo i` lie below every virtual level `ev a`. An exact form of
the reciprocal MP2 denominators separating the excitations `i → a` and `j → b` has at least
as many terms as there are distinct orbital gaps `ev a - eo i`. -/
theorem orbital_gaps_le_of_factorization {O V : Type*} [Fintype O] [Fintype V]
    (eo : O → ℝ) (ev : V → ℝ) (hgap : ∀ i a, eo i < ev a)
    {r : ℕ} (f g : Fin r → O × V → ℝ)
    (h : ∀ i j a b, 1 / (ev a + ev b - eo i - eo j) = ∑ k, f k (i, a) * g k (j, b)) :
    distinctGaps (fun p : O × V => ev p.2 - eo p.1) ≤ r := by
  refine distinctGaps_le_of_factorization (fun p => sub_pos.mpr (hgap p.1 p.2)) f g ?_
  rintro ⟨i, a⟩ ⟨j, b⟩
  rw [← h i j a b]
  unfold pairDenominator
  congr 1
  ring

end

end SeparableMP2Denominator
```

An excitation is now a pair in `O × V`, and its gap is `ev p.2 - eo p.1`. The hypothesis `hgap` places every occupied level below every virtual one. Physically this is a reference with a positive gap from the highest occupied up to the lowest virtual level; if the two touched, an MP2 denominator would vanish. The proof turns `hgap` into positive gaps and regroups the four energies.

```lean
#print axioms SeparableMP2Denominator.distinctGaps_le_of_factorization
-- 'SeparableMP2Denominator.distinctGaps_le_of_factorization' depends on axioms: [propext, Classical.choice, Quot.sound]
#print axioms SeparableMP2Denominator.exists_factorization
-- 'SeparableMP2Denominator.exists_factorization' depends on axioms: [propext, Classical.choice, Quot.sound]
#print axioms SeparableMP2Denominator.laplace_quadrature_inexact
-- 'SeparableMP2Denominator.laplace_quadrature_inexact' depends on axioms: [propext, Classical.choice, Quot.sound]
#print axioms SeparableMP2Denominator.orbital_gaps_le_of_factorization
-- 'SeparableMP2Denominator.orbital_gaps_le_of_factorization' depends on axioms: [propext, Classical.choice, Quot.sound]
```

Q: The hypothesis `h` runs over all `i j a b`, so an excitation may be paired with itself. Is that physical?

A: In a closed shell with spatial orbitals it is: both electrons of orbital $i$ go to orbital $a$ with opposite spins. In a spin-orbital formulation, pairing an excitation with itself would move two electrons out of one spin orbital and into another, which the Pauli principle forbids, and a form required to be right only on the allowed pairs would satisfy a weaker hypothesis than `h`.

Q: And if I separate the denominator differently, with the occupied pair $(i,j)$ in one factor and the virtual pair $(a,b)$ in the other?

A: That is a different table, so the orbital theorem doesn't apply to it, but the same polynomial argument works by hand. For $n$ distinct numbers $u_p$ and $n$ distinct numbers $v_q$ with all $u_p+v_q$ nonzero, use $P(t)=\sum_q c_q\prod_{k\neq q}(t+v_k)$. It vanishes at every $u_p$, and evaluation at $-v_q$ isolates $c_q$, so an exact separable form of $1/(u_p+v_q)$ needs at least $n$ terms. With $u=\varepsilon_a+\varepsilon_b$ and $v=-(\varepsilon_i+\varepsilon_j)$, the number of terms is at least the smaller of two counts: the distinct virtual pair energies and the distinct occupied pair energies. Selecting functions reach this number, and it can be far below the count of distinct gaps: 10 occupied orbitals have at most 55 distinct pair energies, against the 1000 gaps of the example above. This two-list variant has no theorem in the code.
